# Inserting an atom in every bond of a connected graph with $n$ atoms and $m$ bonds: $m-n+2$ non-bonding orbitals if the original graph is bipartite, $m-n$ otherwise

To count the non-bonding orbitals of a molecule that has received a new atom in the middle of every bond, we represent the molecule by a finite simple graph and a non-bonding orbital by a vector in the kernel of the graph's real adjacency matrix. This is the Hückel picture, with Hamiltonian $\alpha I+\beta A$. Here $\alpha$ is the energy of an electron in one isolated p orbital, $\beta\neq0$ is the coupling between neighbours, and $A$ is the adjacency matrix. The orbitals at energy $\alpha$ are the solutions of $Az=0$. Lone pairs, which are also called non-bonding, are not meant.

Let the original graph $G$ be connected, with $n\ge1$ atoms and $m$ bonds. The subdivided graph then has $m-n+2$ independent non-bonding orbitals if $G$ is bipartite, and $m-n$ otherwise. In non-interacting Hückel theory with one common $\alpha$ and one common $\beta$, this gives the degeneracy of the level at $\alpha$ without a diagonalisation. That the old and new atoms of a real molecule share one $\alpha$, and all its bonds one $\beta$, is an assumption of the model.

## Counting with the incidence matrix

Let $B$ be the $n\times m$ matrix with $B_{ve}=1$ if atom $v$ is an end of bond $e$, and $0$ otherwise. Write an orbital of the subdivided graph as $z=(x,y)$, with $x$ on the atoms and $y$ on the bond centres. Atoms are joined only to bond centres, and bond centres only to atoms, so

$$A=\begin{pmatrix}0&B\\B^T&0\end{pmatrix},\qquad Az=(By,\;B^Tx).$$

Hence $Az=0$ means $B^Tx=0$ and $By=0$ separately. Let $r$ be the common rank of $B$ and $B^T$, and let $d=\dim\ker B^T=n-r$. The number of non-bonding orbitals is

$$d+(m-r)=d+m-(n-d)=m-n+2d.$$

It remains to find $d$. For a bond between $u$ and $v$, the equation $B^Tx=0$ reads $x_u+x_v=0$.

**Bipartite case.** Put $s_v=+1$ on one colour class and $s_v=-1$ on the other. Then $s$ is a nonzero solution. For any solution $x$, both $x$ and $s$ change sign across a bond, so $x_vs_v$ does not change. By connectedness it is a constant $c$, and $s_v^2=1$ gives $x=cs$. So $d=1$, and the normalised solution is $s/\sqrt n$.

**Non-bipartite case.** For any solution, $x_u^2=x_v^2$ across each bond, so $x_v^2$ is constant. If $x\neq0$, then $x$ vanishes nowhere and its signs are opposite at the two ends of every bond. They would two-colour $G$, a contradiction. So $d=0$.

Since $d$ of the orbitals live on the atoms, none exist at all exactly when $d=0$ and $m=n$.

For a square, $n=m=4$ and the subdivided graph is an eight-membered ring. Diagonalising its $8\times8$ Hückel matrix gives the energies $\alpha+2\beta\cos(\pi k/4)$ for $k=0,\dots,7$, two of which equal $\alpha$. One orbital at this level has amplitudes $\tfrac12(1,-1,1,-1)$ around the original atoms and zero on the centres; the other has the same pattern on the centres. For a triangle, $B$ is an invertible $3\times3$ matrix, and the resulting six-membered ring has no level at $\alpha$.

The new atoms could also have been given their own site energy $\alpha'\neq\alpha$. A short calculation, separate from the theorems below, then puts $d$ orbitals at $\alpha$ and $m-n+d$ at $\alpha'$, so the single level splits when both numbers are nonzero, that is, when $G$ is bipartite and contains a cycle.

## The subdivided graph and its kernel in Lean

The finite type `V` is the set of atoms.

```lean
import Mathlib

open Matrix Module
open scoped Classical

namespace SubdividedMolecule

noncomputable section

variable {V : Type*} [Fintype V]
```

The vertices of the new graph are the atoms together with the bonds, `V ⊕ G.edgeSet`. The relation is given from atom to bond centre, and `fromRel` makes it symmetric.

```lean
/-- The graph obtained by placing one new atom in the middle of every bond: each bond centre is
joined to the two ends of its bond, and there are no other bonds. -/
def subdivision (G : SimpleGraph V) : SimpleGraph (V ⊕ G.edgeSet) :=
  SimpleGraph.fromRel fun
    | .inl v, .inr e => v ∈ (e : Sym2 V)
    | _, _ => False

/-- The space of non-bonding orbitals: the kernel of the real adjacency matrix. -/
def nonbonding {W : Type*} [Fintype W] (H : SimpleGraph W) : Submodule ℝ (W → ℝ) :=
  LinearMap.ker (Matrix.mulVecLin (H.adjMatrix ℝ))
```

The matrix $B$ is `incidence G`. It carries no signs, unlike the oriented incidence matrix of many textbooks.

```lean
/-- The atom-bond incidence matrix, with entry 1 where the atom is an end of the bond and
0 elsewhere. -/
def incidence (G : SimpleGraph V) : Matrix V G.edgeSet ℝ :=
  Matrix.of fun v e => if v ∈ (e : Sym2 V) then 1 else 0
```

The name `atomPart` stands for $\ker B^T$, whose dimension is $d$.

```lean
/-- The amplitudes on the original atoms that are annihilated by the transposed incidence
matrix. -/
def atomPart (G : SimpleGraph V) : Submodule ℝ (V → ℝ) :=
  LinearMap.ker (Matrix.mulVecLin (incidence G)ᵀ)
```

## Splitting the orbitals and counting ranks

The block form of $A$ is checked entry by entry, in the four combinations of atom and bond centre.

```lean
omit [Fintype V] in
/-- The adjacency matrix of the subdivided graph couples atoms only to bond centres, through the
incidence matrix and its transpose. -/
theorem adjMatrix_subdivision (G : SimpleGraph V) :
    (subdivision G).adjMatrix ℝ = Matrix.fromBlocks 0 (incidence G) (incidence G)ᵀ 0 := by
  ext i j
  rw [SimpleGraph.adjMatrix_apply]
  rcases i with v | e <;> rcases j with w | f <;> simp [subdivision, incidence]
```

Multiplying out the blocks gives the two separate equations.

```lean
/-- An orbital of the subdivided graph is non-bonding exactly when its part on the atoms and its
part on the bond centres separately satisfy the incidence equations. -/
theorem mem_nonbonding_subdivision (G : SimpleGraph V) (z : V ⊕ G.edgeSet → ℝ) :
    z ∈ nonbonding (subdivision G) ↔
      (incidence G)ᵀ *ᵥ (z ∘ Sum.inl) = 0 ∧ incidence G *ᵥ (z ∘ Sum.inr) = 0 := by
  rw [nonbonding, LinearMap.mem_ker, Matrix.mulVecLin_apply, adjMatrix_subdivision,
    Matrix.fromBlocks_mulVec]
  simp only [Matrix.zero_mulVec, zero_add, add_zero]
  constructor
  · intro h
    exact ⟨funext fun e => congrFun h (.inr e), funext fun v => congrFun h (.inl v)⟩
  · rintro ⟨h1, h2⟩
    funext i
    rcases i with v | e
    · exact congrFun h2 v
    · exact congrFun h1 e
```

The linear equivalence `f` cuts $z$ into $x$ and $y$, and its inverse glues them together. The dimensions therefore add.

```lean
/-- The number of independent non-bonding orbitals of the subdivided graph is the sum of those
living on the atoms and those living on the bond centres. -/
theorem finrank_split (G : SimpleGraph V) :
    finrank ℝ (nonbonding (subdivision G)) =
      finrank ℝ (atomPart G) + finrank ℝ (LinearMap.ker (Matrix.mulVecLin (incidence G))) := by
  let f : nonbonding (subdivision G) ≃ₗ[ℝ]
      (atomPart G × LinearMap.ker (Matrix.mulVecLin (incidence G))) :=
    { toFun := fun z =>
        (⟨z.1 ∘ Sum.inl, LinearMap.mem_ker.2 ((mem_nonbonding_subdivision G z.1).1 z.2).1⟩,
         ⟨z.1 ∘ Sum.inr, LinearMap.mem_ker.2 ((mem_nonbonding_subdivision G z.1).1 z.2).2⟩)
      invFun := fun p => ⟨Sum.elim p.1.1 p.2.1, (mem_nonbonding_subdivision G _).2
        ⟨LinearMap.mem_ker.1 p.1.2, LinearMap.mem_ker.1 p.2.2⟩⟩
      map_add' := fun _ _ => rfl
      map_smul' := fun _ _ => rfl
      left_inv := fun z => Subtype.ext (Sum.elim_comp_inl_inr z.1)
      right_inv := fun _ => rfl }
  exact f.finrank_eq.trans Module.finrank_prod
```

Rank–nullity is applied to $B$ (`h1`) and to $B^T$ (`h2`), and `h3` equates their ranks. Eliminating the rank gives $m-n+2d$, written without subtraction. Connectedness is not used here.

```lean
/-- For every finite graph, connected or not, the number of non-bonding orbitals of the subdivided
graph plus the number of atoms is the number of bonds plus twice the dimension of the atom part. -/
theorem finrank_add_card (G : SimpleGraph V) :
    finrank ℝ (nonbonding (subdivision G)) + Fintype.card V =
      Fintype.card G.edgeSet + 2 * finrank ℝ (atomPart G) := by
  -- rank-nullity for the incidence matrix and its transpose, which have equal rank
  have h1 := LinearMap.finrank_range_add_finrank_ker (Matrix.mulVecLin (incidence G))
  have h2 := LinearMap.finrank_range_add_finrank_ker (Matrix.mulVecLin (incidence G)ᵀ)
  have h3 : (incidence G)ᵀ.rank = (incidence G).rank := Matrix.rank_transpose _
  have h4 := finrank_split G
  rw [Module.finrank_fintype_fun_eq_card] at h1 h2
  unfold Matrix.rank at h3
  unfold atomPart at h4 ⊢
  omega
```

## Amplitudes that cancel across every bond

The statement `key` computes the component of $B^Tx$ at a bond as $x_u+x_v$. Its helper `row` uses $u\neq v$ to separate the two contributions.

```lean
/-- Amplitudes on the atoms belong to the atom part exactly when they cancel across every bond. -/
theorem mem_atomPart (G : SimpleGraph V) (x : V → ℝ) :
    x ∈ atomPart G ↔ ∀ u v, G.Adj u v → x u + x v = 0 := by
  rw [atomPart, LinearMap.mem_ker, Matrix.mulVecLin_apply]
  -- the row of a bond adds the amplitudes at its two ends
  have key : ∀ u v (h : G.Adj u v), ((incidence G)ᵀ *ᵥ x) ⟨s(u, v), h⟩ = x u + x v := by
    intro u v h
    have huv := h.ne
    have row : ∀ w, (incidence G)ᵀ ⟨s(u, v), h⟩ w * x w =
        (if w = u then x w else 0) + (if w = v then x w else 0) := by
      intro w
      by_cases h1 : w = u
      · subst h1
        simp [incidence, huv]
      · by_cases h2 : w = v
        · subst h2
          simp [incidence, h1]
        · simp [incidence, h1, h2]
    calc ((incidence G)ᵀ *ᵥ x) ⟨s(u, v), h⟩
        = ∑ w, (incidence G)ᵀ ⟨s(u, v), h⟩ w * x w := rfl
      _ = ∑ w, ((if w = u then x w else 0) + (if w = v then x w else 0)) :=
          Finset.sum_congr rfl fun w _ => row w
      _ = x u + x v := by simp [Finset.sum_add_distrib]
  constructor
  · intro h u v huv
    rw [← key u v huv]
    exact congrFun h _
  · intro h
    funext e
    obtain ⟨e, he⟩ := e
    induction e using Sym2.ind with
    | _ u v => exact (key u v he).trans (h u v he)
```

The next lemma carries an equality along a walk from $u$ to $v$, by induction on the walk.

```lean
omit [Fintype V] in
/-- On a connected graph, a quantity that agrees across every bond is the same on all atoms. -/
theorem eq_of_connected {G : SimpleGraph V} (hG : G.Connected) (f : V → ℝ)
    (hf : ∀ u v, G.Adj u v → f u = f v) (u v : V) : f u = f v := by
  obtain ⟨p⟩ := hG.preconnected u v
  induction p with
  | nil => rfl
  | cons h _ ih => exact (hf _ _ h).trans ih
```

The two cases for $d$ follow. `G.Colorable 2` means that at most two colours are needed, so a single atom counts as bipartite. In the first case the constancy lemma is applied to $x_vs_v$, and every solution is the multiple `x o * s o` of `s`, where `o` is some chosen atom. In the second it is applied to $x_v^2$, and the test `0 < x v` supplies the forbidden colouring.

```lean
/-- The atom part of a connected graph has dimension one if the graph is bipartite
(two-colourable) and zero otherwise. -/
theorem finrank_atomPart {G : SimpleGraph V} (hG : G.Connected) :
    finrank ℝ (atomPart G) = if G.Colorable 2 then 1 else 0 := by
  split_ifs with hc
  · obtain ⟨c⟩ := hc
    obtain ⟨o⟩ := hG.nonempty
    have two : ∀ i j : Fin 2, i ≠ j →
        (if i = 0 then (1 : ℝ) else -1) + (if j = 0 then (1 : ℝ) else -1) = 0 := by
      intro i j h
      fin_cases i <;> fin_cases j <;> simp_all
    -- the alternating sign vector spans the atom part
    obtain ⟨s, hs, hsq⟩ : ∃ s : V → ℝ,
        (∀ u v, G.Adj u v → s u + s v = 0) ∧ ∀ v, s v * s v = 1 :=
      ⟨fun v => if c v = 0 then 1 else -1, fun u v h => two _ _ (c.valid h),
        fun v => by dsimp only; split_ifs <;> norm_num⟩
    refine (finrank_eq_one_iff_of_nonzero'
      (⟨s, (mem_atomPart G s).2 hs⟩ : atomPart G) ?_).2 ?_
    · intro h
      have h0 : s o = 0 := congrFun (congrArg Subtype.val h) o
      have h1 := hsq o
      rw [h0] at h1
      norm_num at h1
    · rintro ⟨x, hx⟩
      rw [mem_atomPart] at hx
      refine ⟨x o * s o, Subtype.ext (funext fun v => ?_)⟩
      have hconst : x o * s o = x v * s v :=
        eq_of_connected hG (fun v => x v * s v)
          (fun u v h => by linear_combination s u * hx u v h - x v * hs u v h) o v
      change x o * s o * s v = x v
      rw [hconst, mul_assoc, hsq, mul_one]
  · have hbot : atomPart G = ⊥ := by
      refine (Submodule.eq_bot_iff _).2 fun x hx => ?_
      rw [mem_atomPart] at hx
      by_contra hne
      obtain ⟨o, ho⟩ := Function.ne_iff.1 hne
      have ho' : x o ≠ 0 := ho
      have hnz : ∀ v, x v ≠ 0 := by
        intro v hv
        have h : x o * x o = x v * x v :=
          eq_of_connected hG (fun v => x v * x v)
            (fun u v h => by linear_combination (x u - x v) * hx u v h) o v
        rw [hv] at h
        exact ho' (by simpa using h)
      -- the signs of a nowhere vanishing solution would two-colour the graph
      refine hc ⟨SimpleGraph.Coloring.mk (fun v => if 0 < x v then (0 : Fin 2) else 1) ?_⟩
      intro u v h
      have huv := hx u v h
      change (if 0 < x u then (0 : Fin 2) else 1) ≠ (if 0 < x v then (0 : Fin 2) else 1)
      rcases lt_or_gt_of_ne (hnz u) with a | a
      · rw [if_neg (not_lt.2 a.le), if_pos (by linarith)]
        simp
      · rw [if_pos a, if_neg (not_lt.2 (by linarith))]
        simp
    rw [hbot, finrank_bot]
```

## The orbital count and when it vanishes

The theorem takes connectedness as its only hypothesis, which includes $n\ge1$. The equation is stated in the integers because $m-n=-1$ for a tree, where subtraction of natural numbers would return $0$. The proof inserts the value of $d$ into the rank count.

```lean
/-- Placing one new atom in the middle of every bond of a connected graph with `n` atoms and `m`
bonds gives `m - n + 2` independent non-bonding orbitals if the original graph is bipartite, and
`m - n` otherwise. -/
theorem nonbonding_count {G : SimpleGraph V} (hG : G.Connected) :
    (finrank ℝ (nonbonding (subdivision G)) : ℤ) =
      if G.Colorable 2 then (Fintype.card G.edgeSet : ℤ) - Fintype.card V + 2
      else (Fintype.card G.edgeSet : ℤ) - Fintype.card V := by
  have h := finrank_add_card G
  rw [finrank_atomPart hG] at h
  split_ifs at h ⊢ <;> omega
```

In the bipartite case of the last theorem, the splitting already provides one orbital on the atoms, so the count cannot be zero. Otherwise the count is $m-n$.

```lean
/-- The subdivision of a connected graph has no non-bonding orbital exactly when the original graph
is not bipartite and has as many bonds as atoms. -/
theorem no_nonbonding_iff {G : SimpleGraph V} (hG : G.Connected) :
    finrank ℝ (nonbonding (subdivision G)) = 0 ↔
      ¬ G.Colorable 2 ∧ Fintype.card G.edgeSet = Fintype.card V := by
  have h := finrank_add_card G
  have hsplit := finrank_split G
  have ha := finrank_atomPart hG
  by_cases hc : G.Colorable 2
  · rw [if_pos hc] at ha
    constructor
    · intro h0
      omega
    · rintro ⟨h', _⟩
      exact absurd hc h'
  · rw [if_neg hc] at ha
    constructor
    · intro h0
      exact ⟨hc, by omega⟩
    · rintro ⟨_, h'⟩
      omega

end

end SubdividedMolecule
```

```lean
#print axioms SubdividedMolecule.nonbonding_count
-- 'SubdividedMolecule.nonbonding_count' depends on axioms: [propext, Classical.choice, Quot.sound]
#print axioms SubdividedMolecule.no_nonbonding_iff
-- 'SubdividedMolecule.no_nonbonding_iff' depends on axioms: [propext, Classical.choice, Quot.sound]
```
